# For diagonal Z with integer entries z_a, the rotation exp(−ifZ) is diagonal with phases exp(−if z_a)

On a finite set of basis states, let Z be the diagonal operator whose entry for state a is an integer z_a, and let f be a real angle. The declaration `zRot_eq_diagonal` states that the matrix exponential exp(−ifZ) is itself diagonal, with entry exp(−if z_a) at state a. In physical terms, the rotation about the quantization axis mixes no basis states and only gives each its own phase. The proof first writes −ifZ as a diagonal matrix, then uses `Matrix.exp_diagonal` to carry the exponential over to the function of diagonal entries, and finally compares the two sides state by state.

An attempt in Lean 4 with a fault in it:

```lean
import Mathlib

open Matrix

namespace CoherenceOrderSecondMoment

noncomputable section

variable {n : Type*} [Fintype n] [DecidableEq n]

/-- The diagonal operator `Z` with integer entries `z a`. -/
def zOp (z : n → ℤ) : Matrix n n ℂ := Matrix.diagonal fun a => (z a : ℂ)

/-- The rotation `exp(-i f Z)` about the quantization axis. -/
def zRot (z : n → ℤ) (f : ℝ) : Matrix n n ℂ :=
  NormedSpace.exp ((-(Complex.I * (f : ℂ))) • zOp z)

/-- The rotation is diagonal and gives state `a` the phase `exp(-i f z a)`. -/
theorem zRot_eq_diagonal (z : n → ℤ) (f : ℝ) :
    zRot z f = Matrix.diagonal
      fun a => Complex.exp (-(Complex.I * (f : ℂ)) * (z a : ℂ)) := by
  have h : (-(Complex.I * (f : ℂ))) • zOp z =
      Matrix.diagonal fun a => -(Complex.I * (f : ℂ)) * (z a : ℂ) := by
    ext i j
    by_cases hij : i = j
    · subst hij
      simp [zOp]
    · simp [zOp, hij]
  rw [zRot, h, Matrix.exp_diagonal]
  congr 1
  funext a
  rw [Complex.exp_eq_exp_ℂ, Pi.exp_apply]

end

end CoherenceOrderSecondMoment
```

Compiling this gives:

```
Main.lean:32:28: error(lean.unknownIdentifier): Unknown identifier `Pi.exp_apply`
Main.lean:21:67: error: unsolved goals
n : Type u_1
inst✝¹ : Fintype n
inst✝ : DecidableEq n
z : n → ℤ
f : ℝ
h : -(Complex.I * ↑f) • zOp z = diagonal fun a => -(Complex.I * ↑f) * ↑(z a)
a : n
⊢ NormedSpace.exp (fun a => -(Complex.I * ↑f) * ↑(z a)) a = NormedSpace.exp (-(Complex.I * ↑f) * ↑(z a))
```

Diagnosis. The first message says that Lean knows no lemma called `Pi.exp_apply` here. The second is a consequence: the rewrite with `Complex.exp_eq_exp_ℂ` had succeeded, turning `Complex.exp` on the right into `NormedSpace.exp`, but the step meant to finish the proof was missing. In the goal left over, the left side exponentiates the whole function of diagonal entries and then evaluates at `a`, while the right side evaluates first and then exponentiates the resulting number.

The repair keeps the successful rewrite and proves this equality with `NormedSpace.map_exp`, by which a continuous ring homomorphism commutes with the exponential. The homomorphism is evaluation at `a`, given by `Pi.evalRingHom`, and `continuous_apply a` supplies its continuity. The final `_` lets Lean infer the function being exponentiated. The added comment only explains the step and has no effect on the proof.

The change, after which it compiles:

```diff
@@ -30,5 +30,7 @@
   congr 1
   funext a
-  rw [Complex.exp_eq_exp_ℂ, Pi.exp_apply]
+  rw [Complex.exp_eq_exp_ℂ]
+  -- evaluation at a state commutes with the exponential
+  exact NormedSpace.map_exp (Pi.evalRingHom (fun _ : n => ℂ) a) (continuous_apply a) _
 
 end
```
